# Hartree–Fock energy of the projector onto two non-orthogonal orbitals

Put two electrons of equal spin into linearly independent, normalised real orbitals \(a\) and \(b\) that overlap, and add up the orbital densities as if they were orthogonal. The resulting matrix \(aa^T+bb^T\) has the right trace, 2, but its eigenvalues on the span of the orbitals are \(1+S\) and \(1-S\), where \(S=a\cdot b\). For \(S\neq 0\) one of them exceeds 1, which the Pauli principle forbids. Even without electron repulsion, the energy computed from such a matrix can fall below the true ground state.

The density that respects the Pauli principle is the orthogonal projector \(D\) onto the span of \(a\) and \(b\). For \(|S|<1\) its energy is

\[
E[D]=\frac{h_{aa}+h_{bb}-2S\,h_{ab}+J_{ab}-K_{ab}}{1-S^2},
\]

where \(h_{ab}\) is a one-electron matrix element, and \(J_{ab}\) and \(K_{ab}\) are the Coulomb and exchange integrals. This is the energy needed when two fragment orbitals of equal spin are combined in a single determinant without first being orthogonalised.

## Orbitals, integrals and the energy functional

```lean
import Mathlib

open Matrix

namespace NonorthogonalPairEnergy

noncomputable section

variable {n : Type*} [Fintype n]
```

The type `n` labels the basis functions, and `Fintype n` says that there are finitely many. An orbital is a function `n → ℝ`, that is, a real coefficient vector. Overlaps are plain dot products, written `⬝ᵥ`, so the basis is taken to be orthonormal. The comments in the code call the overlap `s`; the prose uses \(S\), because \(s\) also serves as a basis index.

```lean
/-- The one-electron matrix element `h_uv` between two real orbitals. -/
def oneEl (h : Matrix n n ℝ) (u v : n → ℝ) : ℝ :=
  ∑ p, ∑ q, h p q * (u p * v q)
```

This is \(h_{uv}=\sum_{pq}h_{pq}u_pv_q\), with \(h\) the matrix of kinetic energy and external potential.

```lean
/-- The two-electron integral `(uv|wx)` over four real orbitals. -/
def eri (g : n → n → n → n → ℝ) (u v w x : n → ℝ) : ℝ :=
  ∑ p, ∑ q, ∑ r, ∑ s, g p q r s * (u p * v q * w r * x s)
```

This is \((uv|wx)=\sum_{pqrs}(pq|rs)\,u_pv_qw_rx_s\), where `g p q r s` stands for \((pq|rs)\): the first pair of indices belongs to one electron, the second pair to the other. In this notation \(J_{ab}=(aa|bb)\) and \(K_{ab}=(ab|ba)\).

```lean
/-- The Hartree-Fock energy of a density matrix `D` for electrons of equal spin:
one-electron energy plus half of Coulomb minus exchange. -/
def energy (h : Matrix n n ℝ) (g : n → n → n → n → ℝ) (D : Matrix n n ℝ) : ℝ :=
  ∑ p, ∑ q, h p q * D p q +
    1 / 2 * ∑ p, ∑ q, ∑ r, ∑ s, g p q r s * (D p q * D r s - D p s * D r q)
```

In ordinary notation,

\[
E[D]=\sum_{pq}h_{pq}D_{pq}+\tfrac12\sum_{pqrs}(pq|rs)\,(D_{pq}D_{rs}-D_{ps}D_{rq}).
\]

Exchange enters with full weight because the spins are equal. Nuclear repulsion is left out. The definition accepts any matrix \(D\), including ones that describe no determinant.

## Densities built from two orbitals

```lean
/-- The density `α aaᵀ + β (abᵀ + baᵀ) + γ bbᵀ` built from two orbitals. -/
def pairDensity (a b : n → ℝ) (α β γ : ℝ) : Matrix n n ℝ :=
  Matrix.of fun p q =>
    α * (a p * a q) + β * (a p * b q + b p * a q) + γ * (b p * b q)
```

This is \(\alpha\,aa^T+\beta\,(ab^T+ba^T)+\gamma\,bb^T\), with the symmetric coefficient matrix
\(C=\begin{pmatrix}\alpha&\beta\\ \beta&\gamma\end{pmatrix}\). Both the plain sum and the projector have this form.

```lean
/-- `D` is the orthogonal projector onto the span of `a` and `b`: it fixes both
orbitals and annihilates every vector orthogonal to them. -/
structure IsSpanProjector (a b : n → ℝ) (D : Matrix n n ℝ) : Prop where
  fixes_left : D *ᵥ a = a
  fixes_right : D *ᵥ b = b
  annihilates : ∀ x, a ⬝ᵥ x = 0 → b ⬝ᵥ x = 0 → D *ᵥ x = 0
```

The projector is described by what it does: \(Da=a\), \(Db=b\), and \(Dx=0\) whenever \(x\) is orthogonal to both orbitals. The symbol `*ᵥ` is matrix times vector. A `structure` in `Prop` is a bundle of conditions, and a proof of it supplies all three.

```lean
/-- The pair density with coefficients `1 / (1 - s²)`, `-s / (1 - s²)`, `1 / (1 - s²)`, where `s` is
the overlap. For unit orbitals with `|s| < 1` they form the inverse overlap matrix. -/
def spanProjector (a b : n → ℝ) : Matrix n n ℝ :=
  pairDensity a b (1 / (1 - (a ⬝ᵥ b) ^ 2)) (-(a ⬝ᵥ b) / (1 - (a ⬝ᵥ b) ^ 2))
    (1 / (1 - (a ⬝ᵥ b) ^ 2))
```

This is the explicit candidate, with the inverse overlap matrix as coefficients:

\[
C=\begin{pmatrix}1&S\\S&1\end{pmatrix}^{-1}=\frac{1}{1-S^2}\begin{pmatrix}1&-S\\-S&1\end{pmatrix}.
\]

So far it is only a definition; that it is the projector is proved below.

## Coulomb minus exchange carries a determinant

```lean
/-- If exchanging the two electrons leaves the integrals over basis functions unchanged, it also
leaves those over orbitals unchanged. -/
theorem eri_swap (g : n → n → n → n → ℝ) (hg : ∀ p q r s, g p q r s = g r s p q)
    (u v w x : n → ℝ) : eri g u v w x = eri g w x u v := by
  unfold eri
  let F : n → n → n → n → ℝ := fun p q r s => g p q r s * (u p * v q * w r * x s)
  calc ∑ p, ∑ q, ∑ r, ∑ s, F p q r s
      = ∑ p, ∑ r, ∑ q, ∑ s, F p q r s :=
        Finset.sum_congr rfl fun p _ => Finset.sum_comm
    _ = ∑ r, ∑ p, ∑ q, ∑ s, F p q r s := Finset.sum_comm
    _ = ∑ r, ∑ p, ∑ s, ∑ q, F p q r s :=
        Finset.sum_congr rfl fun r _ => Finset.sum_congr rfl fun p _ => Finset.sum_comm
    _ = ∑ r, ∑ s, ∑ p, ∑ q, F p q r s :=
        Finset.sum_congr rfl fun r _ => Finset.sum_comm
    _ = ∑ r, ∑ s, ∑ p, ∑ q, g r s p q * (w r * x s * u p * v q) := by
        refine Finset.sum_congr rfl fun r _ => Finset.sum_congr rfl fun s _ =>
          Finset.sum_congr rfl fun p _ => Finset.sum_congr rfl fun q _ => ?_
        change g p q r s * (u p * v q * w r * x s) = _
        rw [hg p q r s]
        ring
```

The hypothesis `hg` says \((pq|rs)=(rs|pq)\) for basis functions, and the conclusion is \((uv|wx)=(wx|uv)\) for orbitals. By hand one renames the summation indices. Lean does this by exchanging neighbouring sums with `Finset.sum_comm`, then applies `hg` inside the sum. Real two-electron integrals have eightfold symmetry, but this one relation is all that the theorems need.

```lean
/-- In the energy of a pair density, Coulomb minus exchange is weighted by the
determinant of the coefficient matrix. -/
theorem energy_pairDensity (h : Matrix n n ℝ) (g : n → n → n → n → ℝ)
    (hg : ∀ p q r s, g p q r s = g r s p q) (a b : n → ℝ) (α β γ : ℝ) :
    energy h g (pairDensity a b α β γ) =
      α * oneEl h a a + β * (oneEl h a b + oneEl h b a) + γ * oneEl h b b +
        (α * γ - β ^ 2) * (eri g a a b b - eri g a b b a) := by
  have h1 : ∑ p, ∑ q, h p q * pairDensity a b α β γ p q =
      α * oneEl h a a + β * oneEl h a b + β * oneEl h b a + γ * oneEl h b b := by
    simp only [oneEl, Finset.mul_sum, ← Finset.sum_add_distrib]
    refine Finset.sum_congr rfl fun p _ => Finset.sum_congr rfl fun q _ => ?_
    simp only [pairDensity, Matrix.of_apply]
    ring
  -- each 2 × 2 minor of the density factorises into antisymmetric orbital products
  have h2 : ∑ p, ∑ q, ∑ r, ∑ s, g p q r s *
      (pairDensity a b α β γ p q * pairDensity a b α β γ r s -
        pairDensity a b α β γ p s * pairDensity a b α β γ r q) =
      (α * γ - β ^ 2) * eri g a a b b + (-(α * γ - β ^ 2)) * eri g a b b a +
        (-(α * γ - β ^ 2)) * eri g b a a b + (α * γ - β ^ 2) * eri g b b a a := by
    simp only [eri, Finset.mul_sum, ← Finset.sum_add_distrib]
    refine Finset.sum_congr rfl fun p _ => Finset.sum_congr rfl fun q _ =>
      Finset.sum_congr rfl fun r _ => Finset.sum_congr rfl fun s _ => ?_
    simp only [pairDensity, Matrix.of_apply]
    ring
  unfold energy
  rw [h1, h2, eri_swap g hg b a a b, eri_swap g hg b b a a]
  ring
```

The theorem states that a pair density has energy

\[
\alpha h_{aa}+\beta(h_{ab}+h_{ba})+\gamma h_{bb}+(\alpha\gamma-\beta^2)(J_{ab}-K_{ab}).
\]

The one-electron part, `h1`, is linear in \(D\) and can be read off. For the two-electron part, \(D_{pq}D_{rs}-D_{ps}D_{rq}\) is the determinant of the \(2\times2\) block of \(D\) with rows \(p,r\) and columns \(q,s\). That block is a product of three matrices:

\[
\begin{pmatrix}a_p&b_p\\a_r&b_r\end{pmatrix}C\begin{pmatrix}a_q&a_s\\b_q&b_s\end{pmatrix}.
\]

Determinants multiply, so

\[
D_{pq}D_{rs}-D_{ps}D_{rq}=(\alpha\gamma-\beta^2)(a_pb_r-b_pa_r)(a_qb_s-b_qa_s).
\]

Multiplying out and summing against \((pq|rs)\) gives

\[
(\alpha\gamma-\beta^2)\,[(aa|bb)-(ab|ba)-(ba|ab)+(bb|aa)],
\]

which is `h2`. Pair exchange makes the first and last terms equal, and likewise the middle two. The bracket is therefore \(2(J_{ab}-K_{ab})\), and the factor \(\tfrac12\) in the energy removes the 2.

The Lean proof turns on how `h2` is reduced to algebra at fixed indices. The tactic `ring` proves polynomial identities, but it does not look inside a sum. The `simp only` line therefore first moves the constants inside with `Finset.mul_sum`, then merges the four sums on the right into one with `← Finset.sum_add_distrib`, where the arrow means that the rule is used from right to left. This rule merges sums joined by a plus sign, which is why the negative terms are written as `+ (-(α * γ - β ^ 2)) * ...`. Now both sides are a single fourfold sum, and `Finset.sum_congr` leaves the summands to be compared at fixed \(p,q,r,s\). There `ring` confirms the factorised minor by expansion. Pair exchange relates different index values, so it cannot be handled in this way and has its own theorem.

## The action of the projector fixes its matrix

```lean
/-- A pair density maps every vector to a combination of the two orbitals. -/
theorem pairDensity_mulVec (a b x : n → ℝ) (α β γ : ℝ) :
    pairDensity a b α β γ *ᵥ x =
      (α * (a ⬝ᵥ x) + β * (b ⬝ᵥ x)) • a + (β * (a ⬝ᵥ x) + γ * (b ⬝ᵥ x)) • b := by
  ext p
  simp only [Matrix.mulVec, dotProduct, pairDensity, Matrix.of_apply, Pi.add_apply,
    Pi.smul_apply, smul_eq_mul, Finset.mul_sum, Finset.sum_mul, ← Finset.sum_add_distrib]
  exact Finset.sum_congr rfl fun q _ => by ring
```

Applied to any vector, a pair density gives

\[
[\alpha(a\cdot x)+\beta(b\cdot x)]\,a+[\beta(a\cdot x)+\gamma(b\cdot x)]\,b.
\]

The sign `•` is multiplication of a vector by a number. The proof compares components.

```lean
/-- For unit orbitals with overlap below one in magnitude, the orthogonal projector onto
their span exists, is unique, and has the inverse overlap matrix as coefficients. -/
theorem isSpanProjector_iff (a b : n → ℝ) (ha : a ⬝ᵥ a = 1) (hb : b ⬝ᵥ b = 1)
    (hs : |a ⬝ᵥ b| < 1) (D : Matrix n n ℝ) :
    IsSpanProjector a b D ↔ D = spanProjector a b := by
  classical
  have hne : 1 - (a ⬝ᵥ b) ^ 2 ≠ 0 := by
    have := (sq_lt_one_iff_abs_lt_one (a ⬝ᵥ b)).mpr hs
    linarith
  have hP : IsSpanProjector a b (spanProjector a b) := by
    refine ⟨?_, ?_, ?_⟩
    · rw [spanProjector, pairDensity_mulVec, ha, dotProduct_comm b a]
      ext p
      simp only [Pi.add_apply, Pi.smul_apply, smul_eq_mul]
      field_simp
      ring
    · rw [spanProjector, pairDensity_mulVec, hb]
      ext p
      simp only [Pi.add_apply, Pi.smul_apply, smul_eq_mul]
      field_simp
      ring
    · intro x hax hbx
      rw [spanProjector, pairDensity_mulVec, hax, hbx]
      simp
  constructor
  · intro hD
    -- split x into its part in the span and an orthogonal remainder
    have key : ∀ x, D *ᵥ x =
        ((a ⬝ᵥ x - (a ⬝ᵥ b) * (b ⬝ᵥ x)) / (1 - (a ⬝ᵥ b) ^ 2)) • a +
          ((b ⬝ᵥ x - (a ⬝ᵥ b) * (a ⬝ᵥ x)) / (1 - (a ⬝ᵥ b) ^ 2)) • b := by
      intro x
      have h0 := hD.annihilates
        (x - (((a ⬝ᵥ x - (a ⬝ᵥ b) * (b ⬝ᵥ x)) / (1 - (a ⬝ᵥ b) ^ 2)) • a +
          ((b ⬝ᵥ x - (a ⬝ᵥ b) * (a ⬝ᵥ x)) / (1 - (a ⬝ᵥ b) ^ 2)) • b))
        (by
          simp only [dotProduct_sub, dotProduct_add, dotProduct_smul, smul_eq_mul, ha]
          field_simp
          ring)
        (by
          simp only [dotProduct_sub, dotProduct_add, dotProduct_smul, smul_eq_mul, hb,
            dotProduct_comm b a]
          field_simp
          ring)
      rw [Matrix.mulVec_sub, Matrix.mulVec_add, Matrix.mulVec_smul, Matrix.mulVec_smul,
        hD.fixes_left, hD.fixes_right] at h0
      exact sub_eq_zero.mp h0
    ext p q
    have hq := congrFun (key (Pi.single q 1)) p
    simp only [Matrix.mulVec_single_one, Matrix.col_apply, dotProduct_single_one,
      Pi.add_apply, Pi.smul_apply, smul_eq_mul] at hq
    rw [hq]
    simp only [spanProjector, pairDensity, Matrix.of_apply]
    ring
  · rintro rfl
    exact hP
```

For unit orbitals with \(|S|<1\), a matrix satisfies the three projector conditions if and only if it equals `spanProjector a b`. The equivalence gives existence and uniqueness together.

For existence (`hP`), insert the coefficients into the previous formula. With \(x=a\), the factor of \(a\) is \((1-S^2)/(1-S^2)=1\) and the factor of \(b\) is \((-S+S)/(1-S^2)=0\). The case \(x=b\) is the mirror image, and for \(x\) orthogonal to both orbitals everything vanishes.

For uniqueness, write \(x=c\,a+d\,b+x_\perp\) with \(x_\perp\) orthogonal to both orbitals. Taking dot products with \(a\) and \(b\) gives \(c+Sd=a\cdot x\) and \(Sc+d=b\cdot x\), hence

\[
c=\frac{a\cdot x-S\,(b\cdot x)}{1-S^2},\qquad d=\frac{b\cdot x-S\,(a\cdot x)}{1-S^2}.
\]

The three conditions then force \(Dx=c\,a+d\,b\), which is the statement `key`. Choosing \(x\) as the \(q\)-th basis vector, `Pi.single q 1`, reads off column \(q\) of \(D\), and it agrees with the candidate. The condition \(|S|<1\) enters through `hne`, which says \(1-S^2\neq0\) and lets `field_simp` clear the denominators. Physically it means that the two orbitals are linearly independent.

## The energy with overlap

```lean
/-- The Hartree-Fock energy of the orthogonal projector onto the span of two unit orbitals
with overlap `s`, `|s| < 1`, is
`(h_aa + h_bb - 2 s h_ab + J_ab - K_ab) / (1 - s²)`. -/
theorem energy_projector (h : Matrix n n ℝ) (hh : h.IsSymm) (g : n → n → n → n → ℝ)
    (hg : ∀ p q r s, g p q r s = g r s p q) (a b : n → ℝ) (ha : a ⬝ᵥ a = 1)
    (hb : b ⬝ᵥ b = 1) (hs : |a ⬝ᵥ b| < 1) (D : Matrix n n ℝ)
    (hD : IsSpanProjector a b D) :
    energy h g D =
      (oneEl h a a + oneEl h b b - 2 * (a ⬝ᵥ b) * oneEl h a b +
        eri g a a b b - eri g a b b a) / (1 - (a ⬝ᵥ b) ^ 2) := by
  have hne : 1 - (a ⬝ᵥ b) ^ 2 ≠ 0 := by
    have := (sq_lt_one_iff_abs_lt_one (a ⬝ᵥ b)).mpr hs
    linarith
  have hba : oneEl h b a = oneEl h a b := by
    unfold oneEl
    rw [Finset.sum_comm]
    refine Finset.sum_congr rfl fun q _ => Finset.sum_congr rfl fun p _ => ?_
    rw [hh.apply q p]
    ring
  rw [(isSpanProjector_iff a b ha hb hs D).mp hD, spanProjector,
    energy_pairDensity h g hg, hba]
  -- the determinant of the inverse overlap matrix is 1 / (1 - s²)
  field_simp
  ring
```

Besides the data \(h\), \(g\), \(a\), \(b\) and \(D\), the arguments in parentheses are the hypotheses: symmetric \(h\), pair-exchange symmetry of the integrals, unit orbitals, \(|S|<1\), and \(D\) the projector. The conclusion is the formula from the start.

By hand, set \(\alpha=\gamma=1/(1-S^2)\) and \(\beta=-S/(1-S^2)\) in the pair-density energy. Symmetry of \(h\) gives \(h_{ba}=h_{ab}\), so the one-electron part is \((h_{aa}+h_{bb}-2S\,h_{ab})/(1-S^2)\). The determinant is

\[
\alpha\gamma-\beta^2=\frac{1-S^2}{(1-S^2)^2}=\frac1{1-S^2},
\]

so Coulomb minus exchange receives the same denominator. The Lean proof follows this order: `hba` is the symmetry step, the rewriting replaces \(D\) by the explicit matrix and inserts the general energy, and `field_simp` and `ring` finish the fractions.

## What the plain sum of densities misses

```lean
/-- The plain sum of orbital densities `aaᵀ + bbᵀ` has energy
`h_aa + h_bb + J_ab - K_ab`, whatever the overlap. -/
theorem energy_orbital_sum (h : Matrix n n ℝ) (g : n → n → n → n → ℝ)
    (hg : ∀ p q r s, g p q r s = g r s p q) (a b : n → ℝ) :
    energy h g (vecMulVec a a + vecMulVec b b) =
      oneEl h a a + oneEl h b b + eri g a a b b - eri g a b b a := by
  have hP : vecMulVec a a + vecMulVec b b = pairDensity a b 1 0 1 := by
    ext p q
    simp [pairDensity, Matrix.vecMulVec_apply]
  rw [hP, energy_pairDensity h g hg]
  ring
```

The matrix `vecMulVec a a` is \(aa^T\). The plain sum is the pair density with \(\alpha=\gamma=1\), \(\beta=0\) and determinant 1, so its energy is \(E_0=h_{aa}+h_{bb}+J_{ab}-K_{ab}\) for any \(a\) and \(b\), normalised or not. The functional thus returns the familiar orthogonal-orbital expression and gives no sign that the density is unphysical.

```lean
/-- The exact energy difference between the projector and the plain sum of orbital
densities, in terms of the overlap, `h_ab` and the energy of the plain sum. -/
theorem energy_overlap_correction (h : Matrix n n ℝ) (hh : h.IsSymm)
    (g : n → n → n → n → ℝ) (hg : ∀ p q r s, g p q r s = g r s p q) (a b : n → ℝ)
    (ha : a ⬝ᵥ a = 1) (hb : b ⬝ᵥ b = 1) (hs : |a ⬝ᵥ b| < 1) (D : Matrix n n ℝ)
    (hD : IsSpanProjector a b D) :
    energy h g D - energy h g (vecMulVec a a + vecMulVec b b) =
      ((a ⬝ᵥ b) ^ 2 * energy h g (vecMulVec a a + vecMulVec b b) -
        2 * (a ⬝ᵥ b) * oneEl h a b) / (1 - (a ⬝ᵥ b) ^ 2) := by
  have hne : 1 - (a ⬝ᵥ b) ^ 2 ≠ 0 := by
    have := (sq_lt_one_iff_abs_lt_one (a ⬝ᵥ b)).mpr hs
    linarith
  rw [energy_projector h hh g hg a b ha hb hs D hD, energy_orbital_sum h g hg]
  field_simp
  ring

end

end NonorthogonalPairEnergy
```

Since \(E[D]=(E_0-2S\,h_{ab})/(1-S^2)\), subtracting \(E_0\) gives

\[
E[D]-E_0=\frac{S^2E_0-2S\,h_{ab}}{1-S^2}.
\]

The difference vanishes for orthogonal orbitals. In general its sign depends on \(h_{ab}\) and \(E_0\), so the plain sum is not a bound from either side.

```lean
#print axioms NonorthogonalPairEnergy.energy_projector
#print axioms NonorthogonalPairEnergy.energy_overlap_correction
```

```
'NonorthogonalPairEnergy.energy_projector' depends on axioms: [propext, Classical.choice, Quot.sound]
'NonorthogonalPairEnergy.energy_overlap_correction' depends on axioms: [propext, Classical.choice, Quot.sound]
```

## Starting from the wavefunction

The result could also have been stated for the antisymmetric two-electron function \(\Psi_{pq}=a_pb_q-b_pa_q\), with the energy as \(\langle\Psi|H|\Psi\rangle/\langle\Psi|\Psi\rangle\). The denominator \(1-S^2\) would then come from the norm, \(\langle\Psi|\Psi\rangle=2(1-S^2)\), and no density matrix would be needed. Such a theorem would speak directly about an expectation value. The file starts from the energy functional instead, and the link between that functional and the determinant is textbook knowledge that it takes for granted.
